# How a Second-Quantised Hamiltonian Acts on Two Fermions Created from the Vacuum

**Q.** Let me state the conventions as I read them. The index set `ι` labels spin orbitals, `M` is a complex vector space of many-particle states, and `a i` and `c i` are linear operators on it: the annihilator \(a_i\) and the creator \(a_i^+\). The vacuum is a vector \(v\) with \(a_i v=0\) for every \(i\). What makes the operators fermionic?

**A.** Three families of relations, collected in `CAR`:

\[
a_ia_j+a_ja_i=0,\qquad a_i^+a_j^++a_j^+a_i^+=0,\qquad a_ia_j^++a_j^+a_i=\delta_{ij}.
\]

The Kronecker delta corresponds to orthonormal orbitals. Multiplication in `Module.End ℂ M` is composition, so the rightmost operator acts first.

```lean
import Mathlib

open Matrix

namespace TwoParticleExcitations

noncomputable section

variable {ι M : Type*} [DecidableEq ι] [AddCommGroup M] [Module ℂ M]

/-- The canonical anticommutation relations for annihilators `a i` and creators `c i`. -/
structure CAR (a c : ι → Module.End ℂ M) : Prop where
  ann : ∀ i j, a i * a j + a j * a i = 0
  cre : ∀ i j, c i * c j + c j * c i = 0
  mixed : ∀ i j, a i * c j + c j * a i = if i = j then 1 else 0
```

**Q.** Nothing says that \(a_i^+\) is the adjoint of \(a_i\).

**A.** No, and `M` has no inner product. The calculation is purely algebraic. The usual Fock space with true adjoints is a special case.

**Q.** Then do the calculation by hand first. The Hamiltonian is

\[
H=\tfrac12\sum_{rstu}V_{rstu}\,a_r^+a_s^+a_ua_t+\sum_{rs}h_{rs}\,a_r^+a_s .
\]

**A.** For electrons, \(h_{rs}\) is the matrix element of the kinetic energy plus the external potential between spin orbitals \(r\) and \(s\), and \(V_{rstu}=\langle rs|tu\rangle\) is the Coulomb integral in which one particle goes from \(t\) to \(r\) and the other from \(u\) to \(s\). The mixed relation moves an annihilator past a creator: \(a_ia_j^+x=\delta_{ij}x-a_j^+a_ix\). Applying it twice, with \(a_tv=0\), gives

\[
a_t a_p^+a_q^+v=\delta_{tp}\,a_q^+v-\delta_{tq}\,a_p^+v .
\]

A second annihilator then gives

\[
a_ua_t a_p^+a_q^+v=(\delta_{tp}\delta_{uq}-\delta_{tq}\delta_{up})\,v .
\]

In the interaction, the sum over \(t,u\) leaves \(V_{rspq}-V_{rsqp}\) in front of \(a_r^+a_s^+v\). In the one-body part, the sum over \(s\) leaves

\[
h_{rp}\,a_r^+a_q^+v-h_{rq}\,a_r^+a_p^+v=h_{rp}\,a_r^+a_q^+v+h_{rq}\,a_p^+a_r^+v,
\]

where the last step exchanges two creators. Altogether,

\[
Ha_p^+a_q^+v=\sum_r\bigl(h_{rp}a_r^+a_q^++h_{rq}a_p^+a_r^+\bigr)v+\tfrac12\sum_{rs}(V_{rspq}-V_{rsqp})\,a_r^+a_s^+v .
\]

**Q.** Give me numbers.

**A.** Take two spin orbitals, 0 and 1, with \(h_{00}=1\), \(h_{11}=2\), \(h_{01}=h_{10}=0.3\), \(V_{0101}=V_{1010}=0.5\) and \(V_{0110}=V_{1001}=0.1\). Every other \(V_{rstu}\) has \(r=s\) or \(t=u\) and drops out, because \(a_r^+a_r^+=0\) and \(a_ta_t=0\). Act on \(a_0^+a_1^+v\). The off-diagonal \(h\) would put both particles in one spin orbital, which gives zero, so the one-body part contributes \(1+2=3\). The interaction gives

\[
\tfrac12\bigl[(0.5-0.1)\,a_0^+a_1^++(0.1-0.5)\,a_1^+a_0^+\bigr]v=0.4\,a_0^+a_1^+v .
\]

The state is therefore multiplied by \(3.4\).

**Q.** Where would someone slip?

**A.** In the order of the annihilators. The coefficient is \(V_{rstu}\), but the operators end in \(a_ua_t\). Writing \(a_ta_u\) reverses the sign of the whole interaction, and the example would give \(2.6\).

**Q.** How does the Lean proof follow those steps?

**A.** `CAR.swap` exchanges two creators, `CAR.move` carries an annihilator past a creator, and `CAR.ann_ann_pair` is the double contraction. Each of the first two applies an operator identity to a vector and rearranges it; the third uses `CAR.move` repeatedly until the annihilators reach the vacuum.

```lean
variable {a c : ι → Module.End ℂ M} {v : M}

/-- Exchanging two created particles changes the sign of the state. -/
theorem CAR.swap (hc : CAR a c) (i j : ι) (x : M) : c i (c j x) = -c j (c i x) := by
  have e := LinearMap.congr_fun (hc.cre i j) x
  exact eq_neg_of_add_eq_zero_left e

/-- Moving an annihilator to the right of a creator gives a contraction and a sign. -/
theorem CAR.move (hc : CAR a c) (i j : ι) (x : M) :
    a i (c j x) = (if i = j then (1 : ℂ) else 0) • x - c j (a i x) := by
  have e := LinearMap.congr_fun (hc.mixed i j) x
  rw [LinearMap.add_apply, Module.End.mul_apply, Module.End.mul_apply] at e
  rw [eq_sub_iff_add_eq, e]
  split_ifs <;> simp

/-- Two annihilators take a two-particle state back to the vacuum, with a direct and an
exchange contraction. -/
theorem CAR.ann_ann_pair (hc : CAR a c) (hv : ∀ i, a i v = 0) (t u p q : ι) :
    a u (a t (c p (c q v))) =
      ((if t = p then (1 : ℂ) else 0) * (if u = q then 1 else 0)
        - (if t = q then 1 else 0) * (if u = p then 1 else 0)) • v := by
  simp only [hc.move, hv, map_sub, map_smul, map_zero, sub_zero, smul_smul, sub_smul]
```

**Q.** And the Hamiltonian is the one I wrote?

**A.** Term by term, including the factor \(1/2\) and the order `a u * a t`. From here on `ι` is finite.

```lean
variable [Fintype ι]

/-- The Hamiltonian with one-body coefficients `h` and two-body coefficients `V`. -/
def hamiltonian (h : ι → ι → ℂ) (V : ι → ι → ι → ι → ℂ) (a c : ι → Module.End ℂ M) :
    Module.End ℂ M :=
  (1 / 2 : ℂ) • (∑ r, ∑ s, ∑ t, ∑ u, V r s t u • (c r * c s * a u * a t))
    + ∑ r, ∑ s, h r s • (c r * a s)
```

**A.** The main theorem, `hamiltonian_pair`, is the formula derived above, for any \(p,q\), including \(p=q\), where both sides vanish. It asks for no symmetry or hermiticity of \(h\) or \(V\). In its proof, `two` collapses the deltas in the interaction, and `one` does the same for the one-body part, then uses `hc.swap` to restore the order of the creators.

```lean
/-- Action of the Hamiltonian on a state with two particles created from the vacuum: each
particle is moved by `h`, and the pair is scattered by the antisymmetrised interaction. -/
theorem hamiltonian_pair (hc : CAR a c) (hv : ∀ i, a i v = 0)
    (h : ι → ι → ℂ) (V : ι → ι → ι → ι → ℂ) (p q : ι) :
    hamiltonian h V a c (c p (c q v)) =
      ∑ r, (h r p • c r (c q v) + h r q • c p (c r v))
        + (1 / 2 : ℂ) • ∑ r, ∑ s, (V r s p q - V r s q p) • c r (c s v) := by
  -- the interaction: both annihilators are contracted with the pair
  have two : ∀ r s, ∑ t, ∑ u, V r s t u • c r (c s (a u (a t (c p (c q v))))) =
      (V r s p q - V r s q p) • c r (c s v) := by
    intro r s
    simp only [hc.ann_ann_pair hv, map_smul, smul_smul, ← Finset.sum_smul]
    congr 1
    simp only [mul_sub, Finset.sum_sub_distrib, mul_ite, mul_one, mul_zero,
      Finset.sum_ite_eq', Finset.mem_univ, if_true]
  -- the one-body part: one contraction, then the creators are put back in order
  have one : ∀ r, ∑ s, h r s • c r (a s (c p (c q v))) =
      h r p • c r (c q v) + h r q • c p (c r v) := by
    intro r
    simp only [hc.move, hv, map_zero, sub_zero, map_sub, map_smul, smul_sub, smul_smul,
      Finset.sum_sub_distrib, ← Finset.sum_smul]
    simp only [mul_ite, mul_one, mul_zero, Finset.sum_ite_eq', Finset.mem_univ, if_true]
    rw [hc.swap r p v, smul_neg, sub_neg_eq_add]
  simp only [hamiltonian, LinearMap.add_apply, LinearMap.smul_apply, LinearMap.sum_apply,
    Module.End.mul_apply, two, one]
  rw [add_comm]
```

**Q.** Only a difference of two \(V\)s survives. Does \(H\) itself see anything more?

**A.** It doesn't. Replace \(V_{rstu}\) by \((V_{rstu}-V_{rsut})/2\). In the second term, rename \(t\leftrightarrow u\) and anticommute the annihilators: that sum becomes minus the first, so half the difference restores the original. This is an equality of operators, with no vacuum involved. In the proof, `sw` is the renaming with its sign, and `e` splits the sum.

```lean
/-- Antisymmetrising the two-body coefficients in their last two indices leaves the
Hamiltonian unchanged. -/
theorem hamiltonian_antisymmetrised (hc : CAR a c)
    (h : ι → ι → ℂ) (V : ι → ι → ι → ι → ℂ) :
    hamiltonian h (fun r s t u => (V r s t u - V r s u t) / 2) a c = hamiltonian h V a c := by
  unfold hamiltonian
  congr 2
  refine Finset.sum_congr rfl fun r _ => Finset.sum_congr rfl fun s _ => ?_
  -- relabelling the annihilators costs a sign
  have sw : ∑ t, ∑ u, V r s u t • (c r * c s * a u * a t) =
      -∑ t, ∑ u, V r s t u • (c r * c s * a u * a t) := by
    rw [Finset.sum_comm]
    simp only [← Finset.sum_neg_distrib]
    refine Finset.sum_congr rfl fun t _ => Finset.sum_congr rfl fun u _ => ?_
    rw [mul_assoc (c r * c s), eq_neg_of_add_eq_zero_left (hc.ann t u), mul_neg, smul_neg,
      mul_assoc (c r * c s)]
  have e : ∑ t, ∑ u, ((V r s t u - V r s u t) / 2) • (c r * c s * a u * a t) =
      (1 / 2 : ℂ) • (∑ t, ∑ u, V r s t u • (c r * c s * a u * a t)
        - ∑ t, ∑ u, V r s u t • (c r * c s * a u * a t)) := by
    simp only [← Finset.sum_sub_distrib, Finset.smul_sum]
    refine Finset.sum_congr rfl fun t _ => Finset.sum_congr rfl fun u _ => ?_
    module
  rw [e, sw]
  module
```

**Q.** A single pair state is rarely an eigenstate. What about correlated states?

**A.** Take a superposition with amplitudes \(C_{pq}\),

\[
\Psi=\sum_{pq}C_{pq}\,a_p^+a_q^+v .
\]

Insert the main formula and rename the summed indices so that every term carries \(a_r^+a_s^+v\). The new amplitudes are

\[
K_{rs}=\sum_p(h_{rp}C_{ps}+h_{sp}C_{rp})+\tfrac12\sum_{pq}(V_{rspq}-V_{rsqp})C_{pq}.
\]

`pairState` is \(\Psi\) and `pairHam` is \(K\). No normalisation is imposed: for antisymmetric \(C\), in a Fock space with true adjoints and a normalised vacuum, \(\|\Psi\|^2=2\sum_{pq}|C_{pq}|^2\).

```lean
/-- The superposition of two-particle states with amplitudes `C`. -/
def pairState (c : ι → Module.End ℂ M) (v : M) (C : ι → ι → ℂ) : M :=
  ∑ p, ∑ q, C p q • c p (c q v)

/-- The two-particle Hamiltonian acting on amplitudes. -/
def pairHam (h : ι → ι → ℂ) (V : ι → ι → ι → ι → ℂ) (C : ι → ι → ℂ) (r s : ι) : ℂ :=
  ∑ p, (h r p * C p s + h s p * C r p)
    + 1 / 2 * ∑ p, ∑ q, (V r s p q - V r s q p) * C p q
```

**A.** The proof of `hamiltonian_pairState` is that renaming. The helper `comm3` brings the innermost of three sums to the front, and the two one-body terms and the interaction are then matched separately.

```lean
/-- The Hamiltonian maps a two-particle superposition to the one whose amplitudes are
given by `pairHam`. -/
theorem hamiltonian_pairState (hc : CAR a c) (hv : ∀ i, a i v = 0)
    (h : ι → ι → ℂ) (V : ι → ι → ι → ι → ℂ) (C : ι → ι → ℂ) :
    hamiltonian h V a c (pairState c v C) = pairState c v (pairHam h V C) := by
  have comm3 : ∀ g : ι → ι → ι → M,
      ∑ p, ∑ q, ∑ r, g p q r = ∑ r, ∑ p, ∑ q, g p q r := fun g =>
    (Finset.sum_congr rfl fun p _ => Finset.sum_comm).trans Finset.sum_comm
  simp only [pairState, pairHam, map_sum, map_smul, hamiltonian_pair hc hv, smul_add,
    add_smul, Finset.smul_sum, Finset.mul_sum, Finset.sum_smul, Finset.sum_add_distrib,
    smul_smul]
  -- compare the two one-body terms and the interaction separately
  congr 1
  · congr 1
    · rw [comm3]
      refine Finset.sum_congr rfl fun r _ => ?_
      rw [Finset.sum_comm]
      refine Finset.sum_congr rfl fun s _ => Finset.sum_congr rfl fun p _ => ?_
      rw [mul_comm]
    · refine Finset.sum_congr rfl fun p _ => ?_
      rw [Finset.sum_comm]
      refine Finset.sum_congr rfl fun s _ => Finset.sum_congr rfl fun q _ => ?_
      rw [mul_comm]
  · rw [comm3]
    refine Finset.sum_congr rfl fun r _ => ?_
    rw [comm3]
    refine Finset.sum_congr rfl fun s _ => Finset.sum_congr rfl fun p _ =>
      Finset.sum_congr rfl fun q _ => ?_
    congr 1
    ring
```

**Q.** Can you recover the amplitudes from the state?

**A.** Their antisymmetric part. Summing the double contraction against \(C_{pq}\) gives

\[
a_ua_t\Psi=(C_{tu}-C_{ut})\,v .
\]

The sums `e1` and `e2` in the proof are the direct and exchange terms.

```lean
/-- Two annihilators read off the antisymmetric part of the amplitudes. -/
theorem ann_ann_pairState (hc : CAR a c) (hv : ∀ i, a i v = 0) (C : ι → ι → ℂ) (t u : ι) :
    a u (a t (pairState c v C)) = (C t u - C u t) • v := by
  have e1 : ∑ p, ∑ q, C p q * ((if t = p then (1 : ℂ) else 0) * (if u = q then 1 else 0))
      = C t u := by
    simp only [mul_ite, mul_one, mul_zero, Finset.sum_ite_eq, Finset.mem_univ, if_true]
  have e2 : ∑ p, ∑ q, C p q * ((if t = q then (1 : ℂ) else 0) * (if u = p then 1 else 0))
      = C u t := by
    rw [Finset.sum_comm]
    simp only [mul_ite, mul_one, mul_zero, Finset.sum_ite_eq, Finset.mem_univ, if_true]
  simp only [pairState, map_sum, map_smul, hc.ann_ann_pair hv, smul_smul, ← Finset.sum_smul]
  simp only [mul_sub, Finset.sum_sub_distrib, e1, e2]
```

**Q.** So is \(H\Psi=E\Psi\) the same as \(K_{rs}=EC_{rs}\)?

**A.** Yes, under three conditions: \(v\neq0\), \(C_{qp}=-C_{pq}\), and \(V_{srut}=V_{rstu}\). The last says that the interaction is unchanged when the two particles are relabelled, as the Coulomb repulsion is.

From amplitudes to state, one substitutes \(K=EC\) into \(\Psi\). For the other direction, first check that \(K\) is antisymmetric. Its one-body part changes sign under \(r\leftrightarrow s\) because \(C\) does. Its interaction part does so because

\[
V_{srpq}-V_{srqp}=V_{rsqp}-V_{rspq}.
\]

Now apply \(a_sa_r\) to \(H\Psi=E\Psi\):

\[
(K_{rs}-K_{sr})\,v=E\,(C_{rs}-C_{sr})\,v .
\]

Since \(v\ne0\), the coefficients agree, and antisymmetry turns this into \(2K_{rs}=2EC_{rs}\).

In Lean, `anti` is the antisymmetry of \(K\), `e` is the projected equation, `smul_left_injective` removes \(v\), and the final `linear_combination` does the halving.

```lean
/-- For antisymmetric amplitudes and an interaction symmetric under particle exchange, the
Schrödinger equation of the two-particle state is equivalent to that of its amplitudes. -/
theorem eigen_iff (hc : CAR a c) (hv : ∀ i, a i v = 0) (hv0 : v ≠ 0)
    (h : ι → ι → ℂ) (V : ι → ι → ι → ι → ℂ) (hV : ∀ r s t u, V s r u t = V r s t u)
    (C : ι → ι → ℂ) (hC : ∀ p q, C q p = -C p q) (E : ℂ) :
    hamiltonian h V a c (pairState c v C) = E • pairState c v C ↔
      ∀ r s, pairHam h V C r s = E * C r s := by
  rw [hamiltonian_pairState hc hv]
  constructor
  · intro hE r s
    -- the new amplitudes are again antisymmetric
    have anti : pairHam h V C s r = -pairHam h V C r s := by
      have one : ∑ p, (h s p * C p r + h r p * C s p) =
          -∑ p, (h r p * C p s + h s p * C r p) := by
        rw [← Finset.sum_neg_distrib]
        refine Finset.sum_congr rfl fun p _ => ?_
        linear_combination h s p * hC r p + h r p * hC p s
      have two : ∑ p, ∑ q, (V s r p q - V s r q p) * C p q =
          -∑ p, ∑ q, (V r s p q - V r s q p) * C p q := by
        simp only [← Finset.sum_neg_distrib]
        refine Finset.sum_congr rfl fun p _ => Finset.sum_congr rfl fun q _ => ?_
        linear_combination (hV r s q p - hV r s p q) * C p q
      unfold pairHam
      rw [one, two]
      ring
    -- project on the vacuum with two annihilators
    have e := congrArg (fun x => a s (a r x)) hE
    simp only [map_smul, ann_ann_pairState hc hv, smul_smul] at e
    have e' := smul_left_injective ℂ hv0 e
    linear_combination e' / 2 + anti / 2 - E / 2 * hC r s
  · intro hE
    simp only [pairState, Finset.smul_sum, smul_smul, hE]
```

**Q.** With \(C=0\) both sides hold for every \(E\).

**A.** They do, so to speak of an eigenstate you must add \(C\neq0\). The projection formula then shows that \(\Psi\neq0\) too. With a single spin orbital, antisymmetry forces \(C=0\), as Pauli exclusion requires.

**Q.** Where do double excitations come in?

**A.** For two electrons in a finite orthonormal spin-orbital basis, the amplitude equation is full configuration interaction. It includes configurations with both electrons promoted, which adiabatic linear-response time-dependent density functional theory does not supply as additional states.

**Q.** Could I take \(v\) to be a filled Kohn–Sham determinant and read \(a_p^+a_q^+v\) as a double excitation?

**A.** No. An annihilator for an occupied orbital does not kill that determinant, so the hypothesis on \(v\) fails. Here \(v\) is the empty state and the two particles are all the particles there are.

**Q.** Last doubt: is there a concrete system that satisfies the hypotheses on the operators and the vacuum?

**A.** Two modes on \(\mathbb C^4\) do. Number the basis vectors \(e_0,\dots,e_3\): empty, mode 0 filled, mode 1 filled, both filled. The annihilators act as

\[
a_0e_1=e_0,\quad a_0e_3=e_2,\quad a_1e_2=e_0,\quad a_1e_3=-e_1,
\]

and give zero on the other basis vectors. The minus sign makes the two modes anticommute. The creators are the transposes, and \(a_0^+a_1^+e_0=e_3\), the pair state of the numerical example.

```lean
/-- Annihilation matrices of two fermion modes on a four-dimensional space. -/
def modeMatrix : Fin 2 → Matrix (Fin 4) (Fin 4) ℂ :=
  ![!![0, 1, 0, 0; 0, 0, 0, 0; 0, 0, 0, 1; 0, 0, 0, 0],
    !![0, 0, 1, 0; 0, 0, 0, -1; 0, 0, 0, 0; 0, 0, 0, 0]]
```

**A.** `CAR_witness` checks the three families of relations entry by entry, then that \(e_0\) is annihilated by both modes and is nonzero.

```lean
/-- The two-mode matrices and their transposes obey the anticommutation relations, and the
first basis vector is a nonzero vacuum. -/
theorem CAR_witness :
    CAR (fun i => Matrix.toLin' (modeMatrix i)) (fun i => Matrix.toLin' (modeMatrix i)ᵀ) ∧
      (∀ i, Matrix.toLin' (modeMatrix i) ![1, 0, 0, 0] = 0) ∧
      (![1, 0, 0, 0] : Fin 4 → ℂ) ≠ 0 := by
  refine ⟨⟨fun i j => ?_, fun i j => ?_, fun i j => ?_⟩, fun i => ?_, fun h => ?_⟩
  iterate 3
    · refine LinearMap.ext fun x => funext fun k => ?_
      fin_cases i <;> fin_cases j <;> fin_cases k <;>
        simp [modeMatrix, Matrix.mulVec, Matrix.vecMul, Matrix.mul_apply,
          Matrix.transpose_apply, dotProduct, Fin.sum_univ_four]
  · funext k
    fin_cases i <;> fin_cases k <;>
      simp [modeMatrix, Matrix.mulVec, dotProduct, Fin.sum_univ_four]
  · have h0 := congrFun h 0
    simp at h0

end

end TwoParticleExcitations
```

```lean
#print axioms TwoParticleExcitations.hamiltonian_pair
-- 'TwoParticleExcitations.hamiltonian_pair' depends on axioms: [propext, Classical.choice, Quot.sound]
#print axioms TwoParticleExcitations.hamiltonian_antisymmetrised
-- 'TwoParticleExcitations.hamiltonian_antisymmetrised' depends on axioms: [propext, Classical.choice, Quot.sound]
#print axioms TwoParticleExcitations.eigen_iff
-- 'TwoParticleExcitations.eigen_iff' depends on axioms: [propext, Classical.choice, Quot.sound]
```
